# The 1s contact density, cut off in plane waves, converges from below as 1/K

Take hydrogen, and rebuild its exact 1s orbital at the nucleus from plane waves with wave number up to $K$, in atomic units. The momentum-space function is $8\sqrt\pi/(k^2+1)^2$. A spherical shell of wave vectors contributes a further factor $k^2$, so the contributions to the nuclear amplitude fall off only as $1/k^2$, and the part beyond $K$ is of order $1/K$. At $K=10$ about 12.6% of the amplitude is missing, and about 24% of the density.

## The missing fraction at cutoff K

For nuclear charge $Z>0$ the fraction of the amplitude kept is

$$q(K)=\frac{4Z}{\pi}\int_0^K\frac{k^2}{(k^2+Z^2)^2}\,dk .$$

For every $K>0$ it satisfies $0\le q(K)<1$ and

$$\frac{4Z}{\pi K}-\frac{8Z^3}{3\pi K^3}\;\le\;1-q(K)\;\le\;\frac{4Z}{\pi K}.$$

As $K\to\infty$, $K(1-q(K)^2)\to 8Z/\pi$. The truncated contact density stays below the exact value $Z^3/\pi$, and $K$ times its deficit tends to $8Z^4/\pi^2$.

## Cutoff extrapolation of hyperfine contact terms

Isomer shifts need the electron density at the nucleus, and Fermi contact couplings the spin density there; for a single spin-up electron the two densities are equal. For a single electron in the field of a bare point charge, with its exact orbital truncated, the result gives the form of a cutoff extrapolation: to leading order at large $K$, the error is linear in $1/K$, hence in $E^{-1/2}$ for a kinetic-energy cutoff $E=K^2/2$. The prefactor shows the cost: a 1% density error in hydrogen takes $K\approx 250$, or roughly 32 000 hartree.

## From the radial integral to the limit

The normalised orbital has the momentum-space function $\varphi(k)=\sqrt{Z^3/\pi}\;8\pi Z/(k^2+Z^2)^2$. With the inverse transform carrying $(2\pi)^{-3}$, the angular integral leaves the truncated amplitude

$$A(K)=\frac{1}{2\pi^2}\int_0^K k^2\varphi(k)\,dk=\sqrt{Z^3/\pi}\;q(K).$$

An antiderivative of $k^2/(k^2+Z^2)^2$ is

$$F(k)=\frac{\arctan(k/Z)}{2Z}-\frac{k}{2(k^2+Z^2)},$$

because

$$F'(k)=\frac{1}{2(k^2+Z^2)}-\frac{Z^2-k^2}{2(k^2+Z^2)^2}=\frac{k^2}{(k^2+Z^2)^2}.$$

Since $F(0)=0$,

$$q(K)=\frac2\pi\left[\arctan\frac KZ-\frac{ZK}{K^2+Z^2}\right].$$

Put $x=Z/K$ and use $\arctan(1/x)=\pi/2-\arctan x$:

$$1-q(K)=\frac2\pi\,g(x),\qquad g(x)=\arctan x+\frac{x}{1+x^2}.$$

Both terms of $g$ are positive for $x>0$, so $q<1$; the integrand is nonnegative, so $q\ge0$.

Next, $g'(t)=2/(1+t^2)^2$, which is at most 2. It is at least $2-4t^2$, because

$$(1-2t^2)(1+t^2)^2=1-3t^4-2t^6\le1.$$

Integrating from 0 to $x$ gives $2x-\tfrac43x^3\le g(x)\le2x$. Multiplying by $2/\pi$ gives the bounds on $1-q$.

Multiplied by $K$, these bounds become $4Z/\pi-8Z^3/(3\pi K^2)$ and $4Z/\pi$, so $K(1-q)\to4Z/\pi$. Dividing by $K$ shows $q\to1$, and then

$$K(1-q^2)=K(1-q)(1+q)\to\frac{4Z}{\pi}\cdot2=\frac{8Z}{\pi}.$$

Finally $A(K)^2=(Z^3/\pi)\,q(K)^2$, so a factor $Z^3/\pi$ turns this into the density limit.

## The Lean file

```lean
import Mathlib

open Real Filter Topology

namespace ContactPlaneWave

noncomputable section

/-- Momentum-space function of the normalised 1s orbital of nuclear charge `Z`, in atomic units,
for `Z > 0`. -/
def momentum1s (Z k : ℝ) : ℝ :=
  Real.sqrt (Z ^ 3 / π) * (8 * π * Z / (k ^ 2 + Z ^ 2) ^ 2)

/-- Amplitude at the nucleus rebuilt from the plane waves with wave number up to `K`: the inverse
Fourier integral at the origin, with the angular integration carried out, for `Z > 0` and `K ≥ 0`.
-/
def cutoffAmplitude (Z K : ℝ) : ℝ :=
  1 / (2 * π ^ 2) * ∫ k in (0 : ℝ)..K, k ^ 2 * momentum1s Z k

/-- The fraction `q(K)` of the 1s nuclear amplitude kept at cutoff `K`, for `Z > 0`. -/
def keptFraction (Z K : ℝ) : ℝ :=
  4 * Z / π * ∫ k in (0 : ℝ)..K, k ^ 2 / (k ^ 2 + Z ^ 2) ^ 2

/-- The truncated nuclear amplitude is `√(Z³/π)` times the kept fraction. -/
theorem cutoffAmplitude_eq (Z K : ℝ) :
    cutoffAmplitude Z K = Real.sqrt (Z ^ 3 / π) * keptFraction Z K := by
  have h : ∀ k, k ^ 2 * momentum1s Z k =
      (Real.sqrt (Z ^ 3 / π) * (8 * π * Z)) * (k ^ 2 / (k ^ 2 + Z ^ 2) ^ 2) := fun k => by
    unfold momentum1s
    ring
  simp only [cutoffAmplitude, keptFraction, h, intervalIntegral.integral_const_mul]
  generalize (∫ k in (0 : ℝ)..K, k ^ 2 / (k ^ 2 + Z ^ 2) ^ 2) = I
  generalize Real.sqrt (Z ^ 3 / π) = s
  have hpi : π ≠ 0 := Real.pi_ne_zero
  field_simp
  ring

/-- Closed form of the kept fraction for `Z > 0`. -/
theorem keptFraction_eq {Z : ℝ} (hZ : 0 < Z) (K : ℝ) :
    keptFraction Z K = 2 / π * (Real.arctan (K / Z) - Z * K / (K ^ 2 + Z ^ 2)) := by
  -- an antiderivative of the radial integrand
  have hF : ∀ k : ℝ, HasDerivAt
      (fun x : ℝ => Real.arctan (x / Z) / (2 * Z) - x / (x ^ 2 + Z ^ 2) / 2)
      (k ^ 2 / (k ^ 2 + Z ^ 2) ^ 2) k := fun k => by
    have hne : k ^ 2 + Z ^ 2 ≠ 0 := by positivity
    have h1 : HasDerivAt (fun x : ℝ => Real.arctan (x / Z))
        (1 / (1 + (k / Z) ^ 2) * (1 / Z)) k := ((hasDerivAt_id' k).div_const Z).arctan
    have h2 : HasDerivAt (fun x : ℝ => x ^ 2 + Z ^ 2) (2 * k) k := by
      simpa using (hasDerivAt_pow 2 k).add_const (Z ^ 2)
    have h3 := (hasDerivAt_id' k).fun_div h2 hne
    have h4 : 1 + (k / Z) ^ 2 = (k ^ 2 + Z ^ 2) / Z ^ 2 := by
      field_simp
      ring
    refine ((h1.div_const (2 * Z)).fun_sub (h3.div_const 2)).congr_deriv ?_
    rw [h4]
    field_simp
    ring
  have hc : Continuous (fun k : ℝ => k ^ 2 / (k ^ 2 + Z ^ 2) ^ 2) :=
    Continuous.div (by fun_prop) (by fun_prop) (fun k => by positivity)
  have hne : K ^ 2 + Z ^ 2 ≠ 0 := by positivity
  have hpi : π ≠ 0 := Real.pi_ne_zero
  unfold keptFraction
  rw [intervalIntegral.integral_eq_sub_of_hasDerivAt (fun k _ => hF k) (hc.intervalIntegrable 0 K)]
  simp only [zero_div, Real.arctan_zero, sub_zero]
  generalize Real.arctan (K / Z) = A
  field_simp
  ring

/-- The fraction of the nuclear amplitude lost at cutoff `K`, for `Z, K > 0`. -/
theorem one_sub_keptFraction {Z K : ℝ} (hZ : 0 < Z) (hK : 0 < K) :
    1 - keptFraction Z K = 2 / π * (Real.arctan (Z / K) + Z * K / (K ^ 2 + Z ^ 2)) := by
  have h := Real.arctan_inv_of_pos (div_pos hZ hK)
  rw [inv_div] at h
  have hpi : 2 / π * (π / 2) = 1 := by
    have := Real.pi_ne_zero
    field_simp
  rw [keptFraction_eq hZ, h]
  linear_combination (-1 : ℝ) * hpi

/-- For `x ≥ 0` the function `arctan x + x/(1+x²)` lies between `2x - 4x³/3` and `2x`. -/
theorem arctan_add_bounds {x : ℝ} (hx : 0 ≤ x) :
    2 * x - 4 * x ^ 3 / 3 ≤ Real.arctan x + x / (1 + x ^ 2) ∧
      Real.arctan x + x / (1 + x ^ 2) ≤ 2 * x := by
  have hg : ∀ t : ℝ, HasDerivAt (fun y : ℝ => Real.arctan y + y / (1 + y ^ 2))
      (2 / (1 + t ^ 2) ^ 2) t := fun t => by
    have hne : 1 + t ^ 2 ≠ 0 := by positivity
    have h2 : HasDerivAt (fun y : ℝ => 1 + y ^ 2) (2 * t) t := by
      simpa using (hasDerivAt_pow 2 t).const_add 1
    refine ((Real.hasDerivAt_arctan t).fun_add
      ((hasDerivAt_id' t).fun_div h2 hne)).congr_deriv ?_
    field_simp
    ring
  constructor
  · -- the difference to the cubic lower bound is increasing
    have hl : ∀ t : ℝ, HasDerivAt
        (fun y : ℝ => (Real.arctan y + y / (1 + y ^ 2)) - (2 * y - 4 * y ^ 3 / 3))
        (2 / (1 + t ^ 2) ^ 2 - (2 - 4 * t ^ 2)) t := fun t => by
      have hc : HasDerivAt (fun y : ℝ => y ^ 3) (3 * t ^ 2) t := by
        simpa using hasDerivAt_pow 3 t
      exact ((hg t).fun_sub (((hasDerivAt_id' t).const_mul 2).fun_sub
        ((hc.const_mul 4).div_const 3))).congr_deriv (by ring)
    have hm := monotone_of_deriv_nonneg (fun t => (hl t).differentiableAt) (fun t => by
      rw [(hl t).deriv, sub_nonneg, le_div_iff₀ (by positivity)]
      nlinarith [sq_nonneg (t ^ 2), sq_nonneg (t ^ 3)])
    have h0 : (Real.arctan 0 + 0 / (1 + 0 ^ 2)) - (2 * 0 - 4 * 0 ^ 3 / 3) ≤
        (Real.arctan x + x / (1 + x ^ 2)) - (2 * x - 4 * x ^ 3 / 3) := hm hx
    rw [Real.arctan_zero] at h0
    linarith
  · -- so is the difference to the linear upper bound
    have hu : ∀ t : ℝ, HasDerivAt
        (fun y : ℝ => 2 * y - (Real.arctan y + y / (1 + y ^ 2)))
        (2 - 2 / (1 + t ^ 2) ^ 2) t := fun t =>
      (((hasDerivAt_id' t).const_mul 2).fun_sub (hg t)).congr_deriv (by ring)
    have hm := monotone_of_deriv_nonneg (fun t => (hu t).differentiableAt) (fun t => by
      rw [(hu t).deriv, sub_nonneg, div_le_iff₀ (by positivity)]
      nlinarith [sq_nonneg t, sq_nonneg (t ^ 2)])
    have h0 : 2 * 0 - (Real.arctan 0 + 0 / (1 + 0 ^ 2)) ≤
        2 * x - (Real.arctan x + x / (1 + x ^ 2)) := hm hx
    rw [Real.arctan_zero] at h0
    linarith

/-- Error estimate at finite cutoff, for `Z, K > 0`: the lost fraction is at most `4Z/(πK)`, and
falls short of this value by at most `8Z³/(3πK³)`. -/
theorem lost_fraction_bounds {Z K : ℝ} (hZ : 0 < Z) (hK : 0 < K) :
    4 * Z / (π * K) - 8 * Z ^ 3 / (3 * π * K ^ 3) ≤ 1 - keptFraction Z K ∧
      1 - keptFraction Z K ≤ 4 * Z / (π * K) := by
  have h := arctan_add_bounds (div_pos hZ hK).le
  have e : Z * K / (K ^ 2 + Z ^ 2) = Z / K / (1 + (Z / K) ^ 2) := by
    field_simp
  have hp : 0 ≤ 2 / π := by positivity
  rw [one_sub_keptFraction hZ hK, e]
  constructor
  · refine le_trans (le_of_eq ?_) (mul_le_mul_of_nonneg_left h.1 hp)
    ring
  · refine le_trans (mul_le_mul_of_nonneg_left h.2 hp) (le_of_eq ?_)
    ring

/-- For `Z > 0` the lost fraction of the amplitude, multiplied by `K`, tends to `4Z/π`. -/
theorem tendsto_lost_fraction {Z : ℝ} (hZ : 0 < Z) :
    Tendsto (fun K => K * (1 - keptFraction Z K)) atTop (𝓝 (4 * Z / π)) := by
  have hlow : Tendsto (fun K : ℝ => 4 * Z / π - 8 * Z ^ 3 / (3 * π) * K⁻¹ ^ 2) atTop
      (𝓝 (4 * Z / π)) := by
    simpa using (((tendsto_inv_atTop_zero (𝕜 := ℝ)).pow 2).const_mul
      (8 * Z ^ 3 / (3 * π))).const_sub (4 * Z / π)
  refine tendsto_of_tendsto_of_tendsto_of_le_of_le' hlow tendsto_const_nhds ?_ ?_
  · filter_upwards [eventually_gt_atTop 0] with K hK
    refine le_trans (le_of_eq ?_)
      (mul_le_mul_of_nonneg_left (lost_fraction_bounds hZ hK).1 hK.le)
    field_simp
  · filter_upwards [eventually_gt_atTop 0] with K hK
    refine le_trans (mul_le_mul_of_nonneg_left (lost_fraction_bounds hZ hK).2 hK.le)
      (le_of_eq ?_)
    field_simp

/-- For `Z > 0` the kept fraction is nonnegative and below one at every cutoff `K > 0`, and
`K (1 - q(K)²)` tends to `8Z/π`. -/
theorem contact_convergence {Z : ℝ} (hZ : 0 < Z) :
    (∀ K, 0 < K → 0 ≤ keptFraction Z K ∧ keptFraction Z K < 1) ∧
      Tendsto (fun K => K * (1 - keptFraction Z K ^ 2)) atTop (𝓝 (8 * Z / π)) := by
  constructor
  · intro K hK
    constructor
    · exact mul_nonneg (by positivity)
        (intervalIntegral.integral_nonneg hK.le (fun k _ => by positivity))
    · have ha := Real.arctan_strictMono (div_pos hZ hK)
      rw [Real.arctan_zero] at ha
      have hpos : 0 < 1 - keptFraction Z K := by
        rw [one_sub_keptFraction hZ hK]
        exact mul_pos (by positivity) (add_pos ha (by positivity))
      linarith
  · have hs := tendsto_lost_fraction hZ
    -- the full amplitude is recovered in the limit
    have hq : Tendsto (fun K => keptFraction Z K) atTop (𝓝 1) := by
      have h := (hs.mul (tendsto_inv_atTop_zero (𝕜 := ℝ))).const_sub 1
      rw [mul_zero, sub_zero] at h
      refine h.congr' ?_
      filter_upwards [eventually_gt_atTop 0] with K hK
      have hc : K * K⁻¹ = 1 := mul_inv_cancel₀ hK.ne'
      linear_combination (keptFraction Z K - 1) * hc
    have e : 8 * Z / π = 4 * Z / π * (1 + 1) := by ring
    rw [e]
    exact (hs.mul (hq.const_add 1)).congr (fun K => by ring)

/-- For `Z > 0` the truncated contact density lies below `Z³/π` at every cutoff `K > 0`, and its
deficit multiplied by `K` tends to `8Z⁴/π²`. -/
theorem contact_density_convergence {Z : ℝ} (hZ : 0 < Z) :
    (∀ K, 0 < K → cutoffAmplitude Z K ^ 2 < Z ^ 3 / π) ∧
      Tendsto (fun K => K * (Z ^ 3 / π - cutoffAmplitude Z K ^ 2)) atTop
        (𝓝 (8 * Z ^ 4 / π ^ 2)) := by
  have hpos : 0 < Z ^ 3 / π := by positivity
  have hd : ∀ K, cutoffAmplitude Z K ^ 2 = Z ^ 3 / π * keptFraction Z K ^ 2 := fun K => by
    rw [cutoffAmplitude_eq, mul_pow, Real.sq_sqrt hpos.le]
  obtain ⟨hb, hl⟩ := contact_convergence hZ
  constructor
  · intro K hK
    obtain ⟨h0, h1⟩ := hb K hK
    have h2 : keptFraction Z K ^ 2 < 1 := by nlinarith
    rw [hd]
    nlinarith [mul_pos hpos (sub_pos.2 h2)]
  · have e : 8 * Z ^ 4 / π ^ 2 = Z ^ 3 / π * (8 * Z / π) := by ring
    rw [e]
    exact (hl.const_mul (Z ^ 3 / π)).congr (fun K => by rw [hd]; ring)

end

end ContactPlaneWave
```

```lean
#print axioms ContactPlaneWave.contact_density_convergence
```

```
'ContactPlaneWave.contact_density_convergence' depends on axioms: [propext, Classical.choice, Quot.sound]
```

## Reading the definitions and lemmas

`momentum1s Z k` is $\varphi(k)$, `cutoffAmplitude Z K` is $A(K)$ and `keptFraction Z K` is $q(K)$. All arguments are real numbers, so $Z$ need not be an integer. The hypothesis `0 < Z` stands for an attractive nucleus. `atTop` expresses $K\to\infty$, and `𝓝` marks the value approached.

`contact_convergence` states the range of $q$ for every positive cutoff together with the limit of $K(1-q^2)$. `contact_density_convergence` states the strict upper bound and the limit for the density. The estimate at finite cutoff is `lost_fraction_bounds`.

The proofs take the same route as the derivation:

- `cutoffAmplitude_eq` pulls the constants out of the integral.
- `keptFraction_eq` checks the derivative of $F$ in `hF` and applies the fundamental theorem of calculus; continuity supplies integrability.
- `one_sub_keptFraction` reflects the arctangent.
- `arctan_add_bounds` replaces the integration of $g'$ by monotonicity: each difference between $g$ and its bound has a nonnegative derivative, which `nlinarith` verifies as a polynomial inequality. Substituting $x=Z/K$ then gives `lost_fraction_bounds`.
- `tendsto_lost_fraction` squeezes $K(1-q)$ between the two bounds, using `eventually_gt_atTop 0` to restrict to positive $K$.
- The last two theorems use the factorisation of $1-q^2$ and the scaling by $Z^3/\pi$.

## What carries over to a plane-wave calculation

The theorems guarantee the bounds and limits for the radial integral as defined. The momentum-space function enters as a definition; its derivation from $e^{-Zr}$, and the angular integration, are taken as known.

One step left open towards a real calculation is from the truncated exact orbital to the orbital that a code finds variationally at cutoff $K$. There the retained coefficients relax as well, and the theorems do not say how this changes the density. The model also has a point nucleus, no other electrons, no pseudopotential and a continuous range of $k$ in place of the discrete wave vectors of a periodic cell.

A different model would renormalise the orbital after truncation. The norm lost beyond $K$ is only of order $K^{-5}$, since its integrand falls as $k^{-6}$, so the limit of $K$ times the density deficit would be the same. Division by a norm below one raises the density, however, so the upper bound $Z^3/\pi$ on the density would need a new proof.
